# The lowest eigenvalue of the Hubbard dimer in the space of doubly occupied bonding and antibonding orbitals, for positive hopping

The Hubbard dimer is taken here as a 2×2 Hamiltonian for two electrons, in the basis of the doubly occupied bonding and the doubly occupied antibonding orbital. For hopping t > 0 and any real U, `groundEnergy_isLeast` states that (U − √(U² + 16t²))/2 is the least real E for which H v = E v has a nonzero solution v, which need not be normalised. The proof shows that this value is attained by giving an explicit eigenvector. For the lower bound it eliminates each amplitude in turn to show that the secular determinant vanishes at every such E, and then derives a contradiction from an E below the claimed minimum.

In Lean, a first try:

```lean
import Mathlib

open Matrix

namespace HubbardDimerBonding

noncomputable section

/-- The energy splitting `c = √(U² + 16 t²)` of the Hubbard dimer. -/
def splitting (t U : ℝ) : ℝ := √(U ^ 2 + 16 * t ^ 2)

/-- The energy `(U - c) / 2`. -/
def groundEnergy (t U : ℝ) : ℝ := (U - splitting t U) / 2

/-- The two-electron Hamiltonian in the basis of the doubly occupied bonding orbital and
the doubly occupied antibonding orbital. -/
def dimerH (t U : ℝ) : Matrix (Fin 2) (Fin 2) ℂ :=
  !![(U : ℂ) / 2 - 2 * t, (U : ℂ) / 2; (U : ℂ) / 2, (U : ℂ) / 2 + 2 * t]

/-- A normalised eigenvector of the dimer Hamiltonian with energy `(U - c) / 2`. -/
def IsGroundState (t U : ℝ) (v : Fin 2 → ℂ) : Prop :=
  dimerH t U *ᵥ v = (groundEnergy t U : ℂ) • v ∧ ‖v 0‖ ^ 2 + ‖v 1‖ ^ 2 = 1

/-- The vector `(c + 4t, -U)` divided by its length, for `t > 0`. -/
def groundVector (t U : ℝ) : Fin 2 → ℂ :=
  ![(((splitting t U + 4 * t) / √((splitting t U + 4 * t) ^ 2 + U ^ 2) : ℝ) : ℂ),
    ((-U / √((splitting t U + 4 * t) ^ 2 + U ^ 2) : ℝ) : ℂ)]

/-- For positive hopping the splitting is positive, and its square is `U² + 16 t²`. -/
theorem splitting_pos_and_sq {t : ℝ} (ht : 0 < t) (U : ℝ) :
    0 < splitting t U ∧ splitting t U ^ 2 = U ^ 2 + 16 * t ^ 2 :=
  ⟨Real.sqrt_pos.2 (by positivity), Real.sq_sqrt (by positivity)⟩

/-- The eigenvalue equation of the dimer written for the two amplitudes. -/
theorem eigen_iff (t U E : ℝ) (v : Fin 2 → ℂ) :
    dimerH t U *ᵥ v = (E : ℂ) • v ↔
      ((U : ℂ) / 2 - 2 * t) * v 0 + (U : ℂ) / 2 * v 1 = E * v 0 ∧
      (U : ℂ) / 2 * v 0 + ((U : ℂ) / 2 + 2 * t) * v 1 = E * v 1 := by
  constructor
  · intro h
    constructor
    · simpa [dimerH, Matrix.mulVec, dotProduct, Fin.sum_univ_two] using congrFun h 0
    · simpa [dimerH, Matrix.mulVec, dotProduct, Fin.sum_univ_two] using congrFun h 1
  · rintro ⟨h0, h1⟩
    ext i
    fin_cases i
    · simpa [dimerH, Matrix.mulVec, dotProduct, Fin.sum_univ_two] using h0
    · simpa [dimerH, Matrix.mulVec, dotProduct, Fin.sum_univ_two] using h1

/-- The explicit vector `groundVector` is a normalised eigenvector with energy `(U - c) / 2`. -/
theorem isGroundState_witness {t : ℝ} (ht : 0 < t) (U : ℝ) :
    IsGroundState t U (groundVector t U) := by
  obtain ⟨hc, hc2⟩ := splitting_pos_and_sq ht U
  have hpos : 0 < (splitting t U + 4 * t) ^ 2 + U ^ 2 := by positivity
  have hC : (splitting t U : ℂ) ^ 2 = (U : ℂ) ^ 2 + 16 * (t : ℂ) ^ 2 := by exact_mod_cast hc2
  have hE : (groundEnergy t U : ℂ) = ((U : ℂ) - splitting t U) / 2 := by simp [groundEnergy]
  obtain ⟨N, hN⟩ : ∃ N, N = √((splitting t U + 4 * t) ^ 2 + U ^ 2) := ⟨_, rfl⟩
  have hN2 : N ^ 2 = (splitting t U + 4 * t) ^ 2 + U ^ 2 := by
    rw [hN]
    exact Real.sq_sqrt hpos.le
  have g0 : groundVector t U 0 = (((splitting t U + 4 * t) / N : ℝ) : ℂ) := by
    subst hN
    rfl
  have g1 : groundVector t U 1 = ((-U / N : ℝ) : ℂ) := by
    subst hN
    rfl
  refine ⟨(eigen_iff t U _ _).2 ⟨?_, ?_⟩, ?_⟩
  · rw [g0, g1, hE]
    push_cast
    linear_combination (1 / (2 * (N : ℂ))) * hC
  · rw [g0, g1, hE]
    push_cast
    ring
  · rw [g0, g1]
    simp only [Complex.norm_real, Real.norm_eq_abs, sq_abs]
    rw [div_pow, div_pow, ← add_div, hN2, neg_sq]
    exact div_self hpos.ne'

/-- The lowest eigenvalue of the dimer Hamiltonian is `(U - c) / 2`. -/
theorem groundEnergy_isLeast {t : ℝ} (ht : 0 < t) (U : ℝ) :
    IsLeast {E : ℝ | ∃ v : Fin 2 → ℂ, v ≠ 0 ∧ dimerH t U *ᵥ v = (E : ℂ) • v}
      (groundEnergy t U) := by
  obtain ⟨hc, hc2⟩ := splitting_pos_and_sq ht U
  constructor
  · have hg := isGroundState_witness ht U
    refine ⟨groundVector t U, ?_, hg.1⟩
    intro h0
    have h := hg.2
    rw [h0] at h
    norm_num at h
  · rintro E ⟨v, hv, h⟩
    obtain ⟨h0, h1⟩ := (eigen_iff t U E v).1 h
    -- eliminating either amplitude leaves the secular determinant
    have hd : ((U : ℂ) / 2 - 2 * t - E) * ((U : ℂ) / 2 + 2 * t - E) - ((U : ℂ) / 2) ^ 2 = 0 := by
      by_contra hne
      apply hv
      funext i
      fin_cases i
      · refine (mul_eq_zero.1 ?_).resolve_left hne
        linear_combination ((U : ℂ) / 2 + 2 * t - E) * h0 - (U : ℂ) / 2 * h1
      · refine (mul_eq_zero.1 ?_).resolve_left hne
        linear_combination ((U : ℂ) / 2 - 2 * t - E) * h1 - (U : ℂ) / 2 * h0
    have hr : (U / 2 - 2 * t - E) * (U / 2 + 2 * t - E) - (U / 2) ^ 2 = 0 := by
      exact_mod_cast hd
    unfold groundEnergy
    by_contra hlt
    have ha : 0 < U / 2 - E - splitting t U / 2 := by linarith [not_le.1 hlt]
    have hb : 0 < U / 2 - E + splitting t U / 2 := by linarith
    nlinarith [mul_pos ha hb]

end

end HubbardDimerBonding
```

The error:

```
Main.lean:100:8: error: ring failed, ring expressions not equal
t : ℝ
ht : 0 < t
U : ℝ
hc : 0 < splitting t U
hc2 : splitting t U ^ 2 = U ^ 2 + 16 * t ^ 2
E : ℝ
v : Fin 2 → ℂ
hv : v ≠ 0
h : dimerH t U *ᵥ v = ↑E • v
h0 : (↑U / 2 - 2 * ↑t) * v 0 + ↑U / 2 * v 1 = ↑E * v 0
h1 : ↑U / 2 * v 0 + (↑U / 2 + 2 * ↑t) * v 1 = ↑E * v 1
hne : ¬(↑U / 2 - 2 * ↑t - ↑E) * (↑U / 2 + 2 * ↑t - ↑E) - (↑U / 2) ^ 2 = 0
⊢ -(↑U * ↑E * v ⟨0, ⋯⟩) + ↑U * ↑E * v 0 - ↑t ^ 2 * v ⟨0, ⋯⟩ * 4 + ↑t ^ 2 * v 0 * 4 + ↑E ^ 2 * v ⟨0, ⋯⟩ - ↑E ^ 2 * v 0 =
    0
Main.lean:102:8: error: ring failed, ring expressions not equal
t : ℝ
ht : 0 < t
U : ℝ
hc : 0 < splitting t U
hc2 : splitting t U ^ 2 = U ^ 2 + 16 * t ^ 2
E : ℝ
v : Fin 2 → ℂ
hv : v ≠ 0
h : dimerH t U *ᵥ v = ↑E • v
h0 : (↑U / 2 - 2 * ↑t) * v 0 + ↑U / 2 * v 1 = ↑E * v 0
h1 : ↑U / 2 * v 0 + (↑U / 2 + 2 * ↑t) * v 1 = ↑E * v 1
hne : ¬(↑U / 2 - 2 * ↑t - ↑E) * (↑U / 2 + 2 * ↑t - ↑E) - (↑U / 2) ^ 2 = 0
⊢ -(↑U * ↑E * v ⟨1, ⋯⟩) + ↑U * ↑E * v 1 - ↑t ^ 2 * v ⟨1, ⋯⟩ * 4 + ↑t ^ 2 * v 1 * 4 + ↑E ^ 2 * v ⟨1, ⋯⟩ - ↑E ^ 2 * v 1 =
    0
```

As a diff, the version that Lean accepts:

```diff
@@ -94,11 +94,15 @@
     have hd : ((U : ℂ) / 2 - 2 * t - E) * ((U : ℂ) / 2 + 2 * t - E) - ((U : ℂ) / 2) ^ 2 = 0 := by
       by_contra hne
+      have k0 : v 0 = 0 := by
+        refine (mul_eq_zero.1 ?_).resolve_left hne
+        linear_combination ((U : ℂ) / 2 + 2 * t - E) * h0 - (U : ℂ) / 2 * h1
+      have k1 : v 1 = 0 := by
+        refine (mul_eq_zero.1 ?_).resolve_left hne
+        linear_combination ((U : ℂ) / 2 - 2 * t - E) * h1 - (U : ℂ) / 2 * h0
       apply hv
       funext i
       fin_cases i
-      · refine (mul_eq_zero.1 ?_).resolve_left hne
-        linear_combination ((U : ℂ) / 2 + 2 * t - E) * h0 - (U : ℂ) / 2 * h1
-      · refine (mul_eq_zero.1 ?_).resolve_left hne
-        linear_combination ((U : ℂ) / 2 - 2 * t - E) * h1 - (U : ℂ) / 2 * h0
+      · exact k0
+      · exact k1
     have hr : (U / 2 - 2 * t - E) * (U / 2 + 2 * t - E) - (U / 2) ^ 2 = 0 := by
       exact_mod_cast hd
```

What went wrong. Both errors come from the elimination step, and the algebra in it is sound. After `fin_cases i`, the goals speak of the amplitudes as `v ⟨0, ⋯⟩` and `v ⟨1, ⋯⟩`, while the equations `h0` and `h1` call them `v 0` and `v 1`. These are equal by definition, but the `ring` call that ends `linear_combination` does not unfold the indices far enough to see it, and treats the two spellings as unrelated quantities. In each message the remaining terms would cancel in pairs if the two spellings were identified.

The repair proves `k0 : v 0 = 0` and `k1 : v 1 = 0` before the case split, with the same linear combinations. Now the goals and the equations use the same spelling, and `ring` can finish. After `fin_cases i`, the two cases are closed by `exact k0` and `exact k1`, since `exact` accepts a statement that agrees with the goal by definition, even where the index is written differently.
